# Two normalised tails exp(-κr)/r on one centre become ill-conditioned as their decay constants meet

A muffin-tin orbital needs an envelope that carries it out of its own sphere into the region between the atoms. For an s wave at negative kinetic energy the conventional, unscreened envelope is the tail $e^{-\kappa r}/r$, where $r$ is the distance from the centre and $\kappa>0$ is the decay constant. A multiple-kappa basis puts tails with different decay constants on the same site to gain variational freedom. If the constants are too close, the two normalised tails are nearly parallel and their overlap matrix is nearly singular. How close is too close?

## Overlap, condition number and spacing rule

Let $a,b>0$ be two decay constants, and normalise each tail over all of three-dimensional space. The overlap is

$$S=\frac{2\sqrt{ab}}{a+b}.$$

If $a\neq b$, the two-by-two overlap matrix is positive definite, and its condition number (largest eigenvalue over smallest) is

$$\left(\frac{\sqrt a+\sqrt b}{\sqrt a-\sqrt b}\right)^2,$$

which tends to infinity as $b\to a$. For $a<b$ and a number $K\ge 1$, the condition number is at most $K^2$ exactly when

$$a(K+1)^2\le b(K-1)^2 .$$

For example, a condition number of at most 100 means $K=10$ and requires $b/a\ge 121/81$, or about 1.49.

## Choosing decay constants before the eigenproblem

An electronic-structure code with a non-orthogonal basis solves a generalised eigenproblem, often by first factorising the overlap matrix. The factors are then used to reduce the problem to standard form, and a large condition number can amplify rounding errors in that reduction. For two bare s tails on one centre, each normalised over all space, the spacing rule tells in advance whether a pair of decay constants keeps the condition number within a chosen limit. The closed form of $S$ also gives a reference value for testing a radial integration routine.

## From the radial integral to the eigenvalues

In polar coordinates the volume element $4\pi r^2\,dr$ cancels the two factors $1/r$:

$$\int \frac{e^{-ar}}{r}\,\frac{e^{-br}}{r}\,d^3x
=4\pi\int_0^\infty e^{-(a+b)r}\,dr=\frac{4\pi}{a+b}.$$

Setting $b=a$ gives the integrated square $2\pi/a$. The product of the two norms is therefore $\sqrt{(2\pi/a)(2\pi/b)}=2\pi/\sqrt{ab}$, and dividing by it gives $S$.

Since $a+b=(\sqrt a)^2+(\sqrt b)^2$,

$$1-S=\frac{(\sqrt a-\sqrt b)^2}{a+b},\qquad
1+S=\frac{(\sqrt a+\sqrt b)^2}{a+b}.$$

The overlap matrix has ones on the diagonal and $S$ off it. Its characteristic determinant is

$$(t-1)^2-S^2=(t-(1-S))(t-(1+S)),$$

so its eigenvalues are $1-S$ and $1+S$. For a coefficient vector $(x_0,x_1)$ the quadratic form is

$$x_0^2+2Sx_0x_1+x_1^2=(1-S)(x_0^2+x_1^2)+S(x_0+x_1)^2 .$$

If $a\ne b$, then $1-S>0$, and the form is positive for every non-zero vector. The ratio $(1+S)/(1-S)$ is the stated condition number, because $a+b$ cancels. As $b\to a$ its numerator $(\sqrt a+\sqrt b)^2$ tends to $4a>0$, while its denominator $(\sqrt a-\sqrt b)^2$ tends to zero from above, so the ratio diverges.

For the spacing rule, take $a<b$. All quantities below are non-negative, so square roots may be taken on both sides, and the bound $K^2$ reads

$$\sqrt a+\sqrt b\le K(\sqrt b-\sqrt a)
\iff \sqrt a\,(K+1)\le\sqrt b\,(K-1).$$

Squaring the last inequality gives the rule.

## The Lean file

```lean
import Mathlib

open MeasureTheory Filter Matrix
open scoped Real Topology

namespace MultipleKappaTails

noncomputable section

/-- Three-dimensional Euclidean space. -/
abbrev Space := EuclideanSpace ℝ (Fin 3)

/-- The decaying s-wave tail `exp(-κr)/r`, for points away from the origin. -/
def tail (κ : ℝ) (x : Space) : ℝ := Real.exp (-κ * ‖x‖) / ‖x‖

/-- The tail divided by its `L²` norm over all space, for `κ > 0`. -/
def normTail (κ : ℝ) (x : Space) : ℝ := tail κ x / √(∫ y, tail κ y ^ 2)

/-- The overlap matrix of the normalised tails with decay constants `κ i`. -/
def overlapMatrix {n : Type*} (κ : n → ℝ) : Matrix n n ℝ :=
  Matrix.of fun i j => ∫ x, normTail (κ i) x * normTail (κ j) x

/-- The condition number of a symmetric positive definite matrix: its largest eigenvalue
divided by its smallest. -/
def condNumber {n : Type*} [Fintype n] [DecidableEq n] (A : Matrix n n ℝ) : ℝ :=
  sSup (spectrum ℝ A) / sInf (spectrum ℝ A)

/-- For `a, b > 0` the overlap integral of two unnormalised tails is `4π/(a+b)`. -/
theorem integral_tail_mul {a b : ℝ} (ha : 0 < a) (hb : 0 < b) :
    ∫ x, tail a x * tail b x = 4 * π / (a + b) := by
  obtain ⟨f, hf⟩ : ∃ f : ℝ → ℝ,
      f = fun r => Real.exp (-a * r) / r * (Real.exp (-b * r) / r) := ⟨_, rfl⟩
  have hL : ∫ x, tail a x * tail b x = ∫ x : Space, f ‖x‖ := by
    simp only [hf, tail]
  have hfin : Module.finrank ℝ Space = 3 := by simp
  have hball : (volume : Measure Space).real (Metric.ball 0 1) = π * 4 / 3 := by
    rw [Measure.real, EuclideanSpace.volume_ball_fin_three, ENNReal.ofReal_one, one_pow,
      one_mul, ENNReal.toReal_ofReal (by positivity)]
  have hneg : -(a + b) < 0 := by linarith
  -- the volume element r² cancels the two factors 1/r
  have hr : ∫ y in Set.Ioi (0 : ℝ), y ^ (3 - 1) • f y = 1 / (a + b) := by
    have h1 : ∫ y in Set.Ioi (0 : ℝ), y ^ (3 - 1) • f y
        = ∫ y in Set.Ioi (0 : ℝ), Real.exp (-(a + b) * y) := by
      refine setIntegral_congr_fun measurableSet_Ioi (fun y hy => ?_)
      have hy' : 0 < y := hy
      have hc : ∀ u v : ℝ, y ^ 2 * (u / y * (v / y)) = u * v := fun u v => by field_simp
      show y ^ 2 * f y = Real.exp (-(a + b) * y)
      rw [hf, show -(a + b) * y = -a * y + -b * y by ring, Real.exp_add]
      exact hc _ _
    rw [h1, integral_exp_mul_Ioi hneg, mul_zero, Real.exp_zero, neg_div_neg_eq]
  rw [hL, integral_fun_norm_addHaar volume f, hfin, hball, hr]
  simp only [nsmul_eq_mul, smul_eq_mul, Nat.cast_ofNat]
  ring

/-- For `a, b > 0` the normalised tails have overlap `2√(ab)/(a+b)`. -/
theorem overlap_normTail {a b : ℝ} (ha : 0 < a) (hb : 0 < b) :
    ∫ x, normTail a x * normTail b x = 2 * √(a * b) / (a + b) := by
  have hn : ∀ c : ℝ, 0 < c → ∫ y, tail c y ^ 2 = 2 * π / c := by
    intro c hc
    simp only [pow_two]
    rw [integral_tail_mul hc hc, div_eq_div_iff (by positivity) (by positivity)]
    ring
  have hs : √(2 * π / a) * √(2 * π / b) = 2 * π / √(a * b) := by
    rw [← Real.sqrt_mul (show (0 : ℝ) ≤ 2 * π / a by positivity),
      show 2 * π / a * (2 * π / b) = (2 * π) ^ 2 / (a * b) by ring,
      Real.sqrt_div (show (0 : ℝ) ≤ (2 * π) ^ 2 by positivity),
      Real.sqrt_sq (show (0 : ℝ) ≤ 2 * π by positivity)]
  simp only [normTail, hn a ha, hn b hb, div_mul_div_comm]
  rw [integral_div, integral_tail_mul ha hb, hs]
  have hp : 0 < √(a * b) := Real.sqrt_pos.mpr (mul_pos ha hb)
  have hi : √(a * b) * (√(a * b))⁻¹ = 1 := mul_inv_cancel₀ hp.ne'
  rw [div_div, div_eq_div_iff (by positivity) (by positivity)]
  linear_combination (-(4 * π * (a + b))) * hi

/-- For `a, b > 0`, one minus and one plus the overlap `2√(ab)/(a+b)` are
`(√a-√b)²/(a+b)` and `(√a+√b)²/(a+b)`. -/
theorem one_sub_add_overlap {a b : ℝ} (ha : 0 < a) (hb : 0 < b) :
    1 - 2 * √(a * b) / (a + b) = (√a - √b) ^ 2 / (a + b) ∧
    1 + 2 * √(a * b) / (a + b) = (√a + √b) ^ 2 / (a + b) := by
  have h1 := Real.sq_sqrt ha.le
  have h2 := Real.sq_sqrt hb.le
  have hne : a + b ≠ 0 := by positivity
  rw [Real.sqrt_mul ha.le]
  constructor
  · rw [eq_div_iff hne, sub_mul, div_mul_cancel₀ _ hne]
    linear_combination -h1 - h2
  · rw [eq_div_iff hne, add_mul, div_mul_cancel₀ _ hne]
    linear_combination -h1 - h2

/-- For `a, b > 0` the overlap matrix of two normalised tails has unit diagonal and
off-diagonal elements `2√(ab)/(a+b)`. -/
theorem overlapMatrix_pair {a b : ℝ} (ha : 0 < a) (hb : 0 < b) :
    overlapMatrix ![a, b] =
      !![1, 2 * √(a * b) / (a + b); 2 * √(a * b) / (a + b), 1] := by
  have hself : ∀ c : ℝ, 0 < c → ∫ x, normTail c x * normTail c x = 1 := by
    intro c hc
    rw [overlap_normTail hc hc, Real.sqrt_mul_self hc.le, ← two_mul, div_self (by positivity)]
  have hba : ∫ x, normTail b x * normTail a x = 2 * √(a * b) / (a + b) := by
    rw [overlap_normTail hb ha, mul_comm b a, add_comm b a]
  ext i j
  fin_cases i <;> fin_cases j
  · exact hself a ha
  · exact overlap_normTail ha hb
  · exact hba
  · exact hself b hb

/-- For `a, b > 0` the eigenvalues of the overlap matrix are `(√a-√b)²/(a+b)` and
`(√a+√b)²/(a+b)`. -/
theorem spectrum_overlapMatrix {a b : ℝ} (ha : 0 < a) (hb : 0 < b) :
    spectrum ℝ (overlapMatrix ![a, b]) =
      {(√a - √b) ^ 2 / (a + b), (√a + √b) ^ 2 / (a + b)} := by
  rw [overlapMatrix_pair ha hb, ← (one_sub_add_overlap ha hb).1,
    ← (one_sub_add_overlap ha hb).2]
  generalize 2 * √(a * b) / (a + b) = S
  ext t
  -- the characteristic determinant factorises
  have hdet : (algebraMap ℝ (Matrix (Fin 2) (Fin 2) ℝ) t - !![1, S; S, 1]).det
      = (t - (1 - S)) * (t - (1 + S)) := by
    rw [Matrix.det_fin_two]
    simp [Matrix.algebraMap_matrix_apply]
    ring
  rw [spectrum.mem_iff, Matrix.isUnit_iff_isUnit_det, isUnit_iff_ne_zero, not_not]
  simp only [hdet, mul_eq_zero, sub_eq_zero, Set.mem_insert_iff, Set.mem_singleton_iff]

/-- For distinct `a, b > 0` the overlap matrix of the two normalised tails is positive
definite, and its condition number is `((√a+√b)/(√a-√b))²`. -/
theorem condNumber_overlapMatrix {a b : ℝ} (ha : 0 < a) (hb : 0 < b) (hab : a ≠ b) :
    (overlapMatrix ![a, b]).PosDef ∧
      condNumber (overlapMatrix ![a, b]) = ((√a + √b) / (√a - √b)) ^ 2 := by
  have hpos : 0 < a + b := by positivity
  constructor
  · have hd : √a - √b ≠ 0 :=
      sub_ne_zero.mpr fun h => hab ((Real.sqrt_inj ha.le hb.le).mp h)
    have hS1 : 0 < 1 - 2 * √(a * b) / (a + b) := by
      rw [(one_sub_add_overlap ha hb).1]
      positivity
    have hS0 : 0 ≤ 2 * √(a * b) / (a + b) := by positivity
    rw [overlapMatrix_pair ha hb]
    generalize 2 * √(a * b) / (a + b) = S at hS1 hS0
    refine Matrix.posDef_iff_dotProduct_mulVec.mpr ⟨?_, ?_⟩
    · ext i j
      fin_cases i <;> fin_cases j <;> simp
    · intro x hx
      have e : star x ⬝ᵥ (!![1, S; S, 1] *ᵥ x)
          = x 0 ^ 2 + 2 * S * x 0 * x 1 + x 1 ^ 2 := by
        simp [Matrix.mulVec, dotProduct, Fin.sum_univ_two]
        ring
      have hq : 0 < x 0 ^ 2 + x 1 ^ 2 := by
        by_cases h0 : x 0 = 0
        · have h1 : x 1 ≠ 0 := by
            intro h1
            apply hx
            ext i
            fin_cases i
            · exact h0
            · exact h1
          positivity
        · positivity
      -- the form is (1-S)(x₀²+x₁²) + S(x₀+x₁)²
      rw [e]
      nlinarith [mul_pos hS1 hq, mul_nonneg hS0 (sq_nonneg (x 0 + x 1))]
  · have hle : (√a - √b) ^ 2 / (a + b) ≤ (√a + √b) ^ 2 / (a + b) :=
      (div_le_div_iff_of_pos_right hpos).mpr
        (by nlinarith [mul_nonneg (Real.sqrt_nonneg a) (Real.sqrt_nonneg b)])
    rw [condNumber, spectrum_overlapMatrix ha hb, csSup_pair, csInf_pair,
      sup_eq_right.mpr hle, inf_eq_left.mpr hle, div_div_div_cancel_right₀ hpos.ne', div_pow]

/-- For fixed `a > 0` the condition number tends to infinity as `b` approaches `a` through
values different from `a`. -/
theorem tendsto_condNumber {a : ℝ} (ha : 0 < a) :
    Tendsto (fun b => condNumber (overlapMatrix ![a, b])) (𝓝[≠] a) atTop := by
  have hpos : ∀ᶠ b in 𝓝[≠] a, 0 < b :=
    eventually_nhdsWithin_of_eventually_nhds (lt_mem_nhds ha)
  have hne : ∀ᶠ b in 𝓝[≠] a, b ≠ a := self_mem_nhdsWithin
  have hnum : Tendsto (fun b => (√a + √b) ^ 2) (𝓝[≠] a) (𝓝 ((√a + √a) ^ 2)) :=
    ((by fun_prop : Continuous fun b : ℝ => (√a + √b) ^ 2).tendsto a).mono_left
      nhdsWithin_le_nhds
  -- the denominator vanishes from above
  have hden : Tendsto (fun b => (√a - √b) ^ 2) (𝓝[≠] a) (𝓝[>] 0) := by
    refine tendsto_nhdsWithin_iff.mpr ⟨?_, ?_⟩
    · exact ((by fun_prop : Continuous fun b : ℝ => (√a - √b) ^ 2).tendsto' a 0
        (by simp)).mono_left nhdsWithin_le_nhds
    · filter_upwards [hpos, hne] with b hb hba
      have hd : √a - √b ≠ 0 :=
        sub_ne_zero.mpr fun h => hba ((Real.sqrt_inj ha.le hb.le).mp h).symm
      exact Set.mem_Ioi.mpr (by positivity)
  have hC : 0 < (√a + √a) ^ 2 := by
    have := Real.sqrt_pos.mpr ha
    positivity
  refine (hnum.pos_mul_atTop hC (tendsto_inv_nhdsGT_zero.comp hden)).congr' ?_
  filter_upwards [hpos, hne] with b hb hba
  rw [(condNumber_overlapMatrix ha hb hba.symm).2, div_pow, div_eq_mul_inv]
  rfl

/-- For `0 < a < b` and `K ≥ 1`, the condition number is at most `K²` exactly when
`a(K+1)² ≤ b(K-1)²`. -/
theorem condNumber_le_sq_iff {a b K : ℝ} (ha : 0 < a) (hab : a < b) (hK : 1 ≤ K) :
    condNumber (overlapMatrix ![a, b]) ≤ K ^ 2 ↔ a * (K + 1) ^ 2 ≤ b * (K - 1) ^ 2 := by
  have hb : 0 < b := ha.trans hab
  have hp : 0 < √a := Real.sqrt_pos.mpr ha
  have hpq : √a < √b := Real.sqrt_lt_sqrt ha.le hab
  have hd : 0 < (√a - √b) ^ 2 := by nlinarith
  have h1 : 0 ≤ √a + √b := by linarith
  have h2 : 0 ≤ K * (√b - √a) := mul_nonneg (by linarith) (by linarith)
  have h3 : 0 ≤ √a * (K + 1) := mul_nonneg hp.le (by linarith)
  have h4 : 0 ≤ √b * (K - 1) := mul_nonneg (by linarith) (by linarith)
  have hA : a * (K + 1) ^ 2 = (√a * (K + 1)) ^ 2 := by rw [mul_pow, Real.sq_sqrt ha.le]
  have hB : b * (K - 1) ^ 2 = (√b * (K - 1)) ^ 2 := by rw [mul_pow, Real.sq_sqrt hb.le]
  -- both inequalities compare squares of non-negative numbers
  rw [(condNumber_overlapMatrix ha hb hab.ne).2, div_pow, div_le_iff₀ hd,
    show K ^ 2 * (√a - √b) ^ 2 = (K * (√b - √a)) ^ 2 by ring, hA, hB,
    pow_le_pow_iff_left₀ h1 h2 two_ne_zero, pow_le_pow_iff_left₀ h3 h4 two_ne_zero]
  constructor <;> intro h <;> linarith

end

end MultipleKappaTails
```

```lean
#print axioms MultipleKappaTails.condNumber_overlapMatrix
#print axioms MultipleKappaTails.tendsto_condNumber
#print axioms MultipleKappaTails.condNumber_le_sq_iff
```

```
'MultipleKappaTails.condNumber_overlapMatrix' depends on axioms: [propext, Classical.choice, Quot.sound]
'MultipleKappaTails.tendsto_condNumber' depends on axioms: [propext, Classical.choice, Quot.sound]
'MultipleKappaTails.condNumber_le_sq_iff' depends on axioms: [propext, Classical.choice, Quot.sound]
```

## How the definitions and lemmas map to the physics

`Space` is Euclidean 3-space, and `tail κ x` is the envelope at position `x`, with `‖x‖` as $r$. `normTail` divides it by the square root of its own integrated square. The entries of `overlapMatrix` are defined as volume integrals; the closed form is derived from them in `overlapMatrix_pair`. The list `![a, b]` supplies the two decay constants. `condNumber` divides the supremum of the real spectrum by its infimum, which is the usual condition number for a symmetric positive definite matrix.

In `integral_tail_mul`, the Mathlib result `integral_fun_norm_addHaar` performs the change to polar coordinates; the factor $4\pi$ appears as the dimension 3 times the unit-ball volume $4\pi/3$. `overlap_normTail` carries out the normalisation, and `one_sub_add_overlap` rewrites $1\mp S$ using the squares of $\sqrt a$ and $\sqrt b$. `spectrum_overlapMatrix` factorises the determinant.

In `condNumber_overlapMatrix`, `nlinarith` receives the two terms of the quadratic form as positive and non-negative products; the eigenvalues are then ordered and divided. `tendsto_condNumber` combines the limits of numerator and denominator, with `𝓝[≠] a` meaning that $b$ approaches $a$ without equalling it. `condNumber_le_sq_iff` removes the squares with `pow_le_pow_iff_left₀`, leaving linear inequalities.

## What holds for bare tails, and what a full basis adds

The theorems guarantee the formulas for all real $a,b>0$, with $a\ne b$ where positive definiteness or the condition number is claimed. At $a=b$ the two tails coincide and the quadratic form vanishes at the coefficient vector $(1,-1)$, so positive definiteness fails there. Positive decay constants describe bound-type envelopes that are square-integrable over all space.

The model has two s tails on one centre, integrated through the origin. A muffin-tin orbital replaces the tail inside the spheres by other radial functions, which changes the overlaps. Higher angular momenta, tails on different sites and three or more decay constants also need their own analysis. In a larger basis that contains this normalised pair, the pair's condition number is only a lower bound for that of the whole positive definite overlap matrix, so a well-spaced pair does not ensure a well-conditioned basis. The theorems concern real numbers and give no error bound for a floating-point factorisation.
